# The Godby-Needs pole lies below the f-sum pole and rises towards it

## Question

In a GW calculation the frequency dependence of the screening is often replaced by one plasmon pole, and the pole frequency depends on how it is fitted. The Godby-Needs recipe matches the response at zero frequency and at one imaginary frequency $iE$. The f-sum recipe matches the static response and gives the pole the total strength of the loss spectrum. Here the strength of a line means its area in the loss function $-\mathrm{Im}\,\epsilon^{-1}(\omega)$ times its frequency, up to a constant factor. Suppose the loss spectrum consists of finitely many lines with strengths $s_k>0$ at frequencies $w_k>0$, at least two of the frequencies being different. The two recipes give the squared pole frequencies

$$g(E)=\frac{\sum_k s_k/(w_k^2+E^2)}{\sum_k s_k/\big(w_k^2(w_k^2+E^2)\big)},\qquad h=\frac{\sum_k s_k}{\sum_k s_k/w_k^2}.$$

I expect $g$ to increase strictly with $E$ for $E\ge0$, to stay strictly below $h$, and to tend to $h$ as $E\to\infty$. Is that right, and how would one state and prove it in Lean 4 with Mathlib?

## Answer

All three claims hold. Monotonicity and the bound come from one inequality about weighted means, and the limit is taken term by term.

### Modelling choices

The lines are labelled by a finite index type `ι`, and `s w : ι → ℝ` hold the strengths $s_k$ and frequencies $w_k$. The hypotheses `hs` and `hw` say $s_k>0$ and $w_k>0$ for all $k$. The response on the imaginary axis is

$$R(E)=\sum_k \frac{s_k}{w_k^2+E^2},$$

which is `response s w E`. One may think of it as $1-\epsilon^{-1}(iE)$ for a diagonal element of the inverse dielectric matrix $\epsilon^{-1}$, with the constants and the frequency factor of the spectral representation absorbed into $s_k$, so that $s_k$ has the dimension of a squared frequency. That form of $R$ is the definition of the model and is not derived from a Hamiltonian. The sign is fixed so that $R$ is positive.

The denominator of $g$ is $D(E)=\sum_k s_k/\big(w_k^2(w_k^2+E^2)\big)$, called `drop s w E`. A single pole of strength $A$ is $A/(W+E^2)$, called `pole A W E`, where $W$ is the square of the pole frequency. Accordingly `gn s w E` $=g(E)=R(E)/D(E)$ and `fsum s w` $=h$ are squared frequencies. The total strength $\sum_k s_k$ is simply the sum over the lines; the sum rule that fixes its value for electrons is not part of the model. A calculation that takes the strength of the f-sum pole from the electron density through that rule obtains the same $h$ only if the strengths of the lines add up to that value. The hypothesis `hne : ∃ i j, w i ≠ w j` says that two frequencies differ, which needs at least two lines.

### Derivation by hand

**The two fits.** For each line, $\dfrac{s_k}{w_k^2}-\dfrac{s_k}{w_k^2+E^2}=\dfrac{E^2 s_k}{w_k^2(w_k^2+E^2)}$, so

$$R(0)-R(E)=E^2D(E).$$

Let $W>0$ and $E>0$. The pole matches at $0$ and at $iE$ when $A=WR(0)$ and $A=(W+E^2)R(E)$. Subtracting gives $W\,[R(0)-R(E)]=E^2R(E)$, that is $WE^2D(E)=E^2R(E)$. Cancelling $E^2$ and dividing by $D(E)>0$ gives $W=g(E)$. Conversely, if $W D(E)=R(E)$ and $A=WR(0)$, then $A=W R(E)+WE^2D(E)=(W+E^2)R(E)$, so both matches hold. For the f-sum fit put $A=\sum_k s_k$. The static match reads $\sum_k s_k=W\sum_k s_k/w_k^2$, which is $W=h$.

**The value $g$ as a mean.** Write $x_k=w_k^2$ and $p_k(E)=s_k/\big(x_k(x_k+E^2)\big)>0$. Then $D(E)=\sum_k p_k(E)$ and $R(E)=\sum_k p_k(E)\,x_k$, so $g(E)$ is the mean of $x_k$ with the normalised weights $p_k(E)/D(E)$.

**Reweighting.** Take weights $p_k>0$, values $x_k$ that are not all equal, and factors $f_k$ with $f_i<f_j$ whenever $x_i<x_j$. Consider

$$S=\sum_{i,j}p_ip_j\,(x_i-x_j)(f_i-f_j).$$

A term with $x_i=x_j$ vanishes. In a term with $x_i\ne x_j$ the two differences have the same sign, so the term is positive, and at least one such term exists. Hence $S>0$. Expanding the product gives four double sums that factorise and coincide in pairs:

$$S=2\Big[\Big(\sum_k p_kx_kf_k\Big)\Big(\sum_k p_k\Big)-\Big(\sum_k p_kx_k\Big)\Big(\sum_k p_kf_k\Big)\Big].$$

Therefore $(\sum_k p_kx_k)(\sum_k p_kf_k)<(\sum_k p_kx_kf_k)(\sum_k p_k)$. When $\sum_k p_kf_k>0$ this says that the mean of $x_k$ with weights $p_kf_k$ exceeds the mean with weights $p_k$.

**Monotonicity.** Let $0\le a<b$, so $a^2<b^2$. Then $p_k(b)=p_k(a)f_k$ with $f_k=(x_k+a^2)/(x_k+b^2)$. For $x_k<x_l$,

$$(x_l+a^2)(x_k+b^2)-(x_k+a^2)(x_l+b^2)=(x_l-x_k)(b^2-a^2)>0,$$

so $f_k<f_l$. Two different positive frequencies have different squares, so the $x_k$ are not all equal. Reweighting gives $R(a)D(b)<R(b)D(a)$, which is $g(a)<g(b)$.

**The bound.** Take $p_k=p_k(E)$ and $f_k=x_k+E^2$, which increases with $x_k$. Then $p_kf_k=s_k/w_k^2$ and $p_kx_kf_k=s_k$. Reweighting gives $R(E)\sum_k s_k/w_k^2<D(E)\sum_k s_k$, which is $g(E)<h$. Positivity of $R$ and $D$ gives $g(E)>0$.

**The limit.** Put $u_k(E)=1-w_k^2/(w_k^2+E^2)=E^2/(w_k^2+E^2)$, which tends to $1$ as $E\to\infty$. For $E>0$,

$$g(E)=\frac{E^2R(E)}{E^2D(E)}=\frac{\sum_k s_k\,u_k(E)}{\sum_k (s_k/w_k^2)\,u_k(E)}.$$

Both sums are finite, so the numerator tends to $\sum_k s_k$ and the denominator to $\sum_k s_k/w_k^2>0$. The quotient tends to $h$.

**A numerical instance.** Take two lines, both of strength $\tfrac12$, at frequencies $1$ and $2$, so that the $x_k$ are $1$ and $4$. The static response is $R(0)=\tfrac12+\tfrac18=\tfrac58$, which corresponds to $\epsilon^{-1}(0)=\tfrac38$, and $h=1/\tfrac58=\tfrac85$. With $t=E^2$, the sums are $R=\dfrac{2t+5}{2(1+t)(4+t)}$ and $D=\dfrac{5t+17}{8(1+t)(4+t)}$, so

$$g=\frac{8t+20}{5t+17},\qquad h-g=\frac{36}{5(5t+17)}.$$

This gives $g(0)=\tfrac{20}{17}\approx1.18$, $g(1)=\tfrac{14}{11}\approx1.27$ and $g(2)=\tfrac{52}{37}\approx1.41$, all below $1.6$. At $E=1$ the fitted strength is $A=\tfrac{14}{11}\cdot\tfrac58=\tfrac{35}{44}$, and the pole gives $\tfrac{35}{44}/\tfrac{25}{11}=\tfrac7{20}$, equal to $R(1)=\tfrac14+\tfrac1{10}$.

### The Lean file

```lean
import Mathlib

open Filter Topology

namespace PlasmonPoleGodbyNeeds

noncomputable section

variable {ι : Type*} [Fintype ι]

/-- Response at imaginary frequency `iE` of a loss spectrum with strengths `s k` at `w k`. -/
def response (s w : ι → ℝ) (E : ℝ) : ℝ := ∑ k, s k / (w k ^ 2 + E ^ 2)

/-- The sum `∑ s / (w² (w² + E²))` over the loss spectrum. -/
def drop (s w : ι → ℝ) (E : ℝ) : ℝ := ∑ k, s k / (w k ^ 2 * (w k ^ 2 + E ^ 2))

/-- Single plasmon pole of strength `A` and squared frequency `W` at imaginary frequency `iE`. -/
def pole (A W E : ℝ) : ℝ := A / (W + E ^ 2)

/-- Godby-Needs squared pole frequency for the fitting frequency `iE`. -/
def gn (s w : ι → ℝ) (E : ℝ) : ℝ := response s w E / drop s w E

/-- f-sum squared pole frequency: total strength over static response. -/
def fsum (s w : ι → ℝ) : ℝ := (∑ k, s k) / ∑ k, s k / w k ^ 2

/-- For a nonempty spectrum with positive strengths and frequencies the response, the sum
`drop` and the static sum are positive. -/
theorem sums_pos [Nonempty ι] (s w : ι → ℝ) (hs : ∀ k, 0 < s k) (hw : ∀ k, 0 < w k) (E : ℝ) :
    0 < response s w E ∧ 0 < drop s w E ∧ 0 < ∑ k, s k / w k ^ 2 := by
  unfold response drop
  refine ⟨?_, ?_, ?_⟩ <;>
    exact Finset.sum_pos (fun k _ => by have := hs k; have := hw k; positivity)
      Finset.univ_nonempty

/-- The response falls from its static value by `E²` times `drop`. -/
theorem response_sub (s w : ι → ℝ) (hw : ∀ k, 0 < w k) (E : ℝ) :
    response s w 0 - response s w E = E ^ 2 * drop s w E := by
  unfold response drop
  rw [← Finset.sum_sub_distrib, Finset.mul_sum]
  refine Finset.sum_congr rfl fun k _ => ?_
  have h0 := hw k
  have h1 : w k ^ 2 + E ^ 2 ≠ 0 := by positivity
  have h2 : w k ^ 2 + (0 : ℝ) ^ 2 = w k ^ 2 := by ring
  rw [h2]
  field_simp
  ring

/-- For a nonempty spectrum with positive strengths and frequencies, `W > 0` and `E > 0`:
a single pole reproduces the response at `0` and at `iE` exactly when its squared
frequency is the Godby-Needs value and its strength is that value times the static response. -/
theorem gn_fit [Nonempty ι] (s w : ι → ℝ) (hs : ∀ k, 0 < s k) (hw : ∀ k, 0 < w k)
    {A W E : ℝ} (hW : 0 < W) (hE : 0 < E) :
    (pole A W 0 = response s w 0 ∧ pole A W E = response s w E) ↔
      (W = gn s w E ∧ A = W * response s w 0) := by
  have hD := (sums_pos s w hs hw E).2.1
  have hrel := response_sub s w hw E
  have h1 : 0 < W + (0 : ℝ) ^ 2 := by positivity
  have h2 : 0 < W + E ^ 2 := by positivity
  have h3 : E ^ 2 ≠ 0 := by positivity
  unfold pole gn
  rw [div_eq_iff h1.ne', div_eq_iff h2.ne', eq_div_iff hD.ne']
  constructor
  · rintro ⟨a, b⟩
    refine ⟨mul_left_cancel₀ h3 ?_, by linear_combination a⟩
    linear_combination (-W) * hrel + b - a
  · rintro ⟨a, b⟩
    refine ⟨by linear_combination b, ?_⟩
    linear_combination b + W * hrel + E ^ 2 * a

/-- For a nonempty spectrum with positive strengths and frequencies and `W > 0`:
a single pole carrying the total strength reproduces the static response exactly when its
squared frequency is the f-sum value. -/
theorem fsum_fit [Nonempty ι] (s w : ι → ℝ) (hs : ∀ k, 0 < s k) (hw : ∀ k, 0 < w k)
    {W : ℝ} (hW : 0 < W) :
    pole (∑ k, s k) W 0 = response s w 0 ↔ W = fsum s w := by
  have hM := (sums_pos s w hs hw 0).2.2
  have h0 : response s w 0 = ∑ k, s k / w k ^ 2 := by simp [response]
  have h1 : 0 < W + (0 : ℝ) ^ 2 := by positivity
  unfold pole fsum
  rw [h0, div_eq_iff h1.ne', eq_div_iff hM.ne']
  constructor <;> intro h <;> linear_combination -h

/-- Cross-multiplied comparison of weighted means: for positive weights `p`, non-constant `x`
and `f` strictly increasing with `x`, one has `(∑ p x)(∑ p f) < (∑ p x f)(∑ p)`. -/
theorem reweight (p x f : ι → ℝ) (hp : ∀ k, 0 < p k)
    (hf : ∀ i j, x i < x j → f i < f j) (hx : ∃ i j, x i ≠ x j) :
    (∑ k, p k * x k) * (∑ k, p k * f k) < (∑ k, p k * x k * f k) * ∑ k, p k := by
  have hpos : ∀ i j, x i ≠ x j → 0 < p i * p j * ((x i - x j) * (f i - f j)) := by
    intro i j h
    refine mul_pos (mul_pos (hp i) (hp j)) ?_
    rcases lt_or_gt_of_ne h with h | h
    · exact mul_pos_of_neg_of_neg (sub_neg.2 h) (sub_neg.2 (hf _ _ h))
    · exact mul_pos (sub_pos.2 h) (sub_pos.2 (hf _ _ h))
  have hnn : ∀ i j, 0 ≤ p i * p j * ((x i - x j) * (f i - f j)) := by
    intro i j
    by_cases h : x i = x j
    · simp [h]
    · exact (hpos i j h).le
  obtain ⟨i, j, hij⟩ := hx
  have hsum : 0 < ∑ i, ∑ j, p i * p j * ((x i - x j) * (f i - f j)) :=
    Finset.sum_pos' (fun i _ => Finset.sum_nonneg fun j _ => hnn i j)
      ⟨i, Finset.mem_univ _,
        Finset.sum_pos' (fun j _ => hnn i j) ⟨j, Finset.mem_univ _, hpos i j hij⟩⟩
  -- the double sum is twice the difference of the two sides
  have key : ∑ i, ∑ j, p i * p j * ((x i - x j) * (f i - f j)) =
      (∑ k, p k * x k * f k) * (∑ k, p k) + (∑ k, p k) * (∑ k, p k * x k * f k)
        - (∑ k, p k * x k) * (∑ k, p k * f k) - (∑ k, p k * f k) * (∑ k, p k * x k) := by
    simp only [Finset.sum_mul_sum, ← Finset.sum_add_distrib, ← Finset.sum_sub_distrib]
    exact Finset.sum_congr rfl fun i _ => Finset.sum_congr rfl fun j _ => by ring
  rw [key] at hsum
  linarith

/-- For positive strengths and positive frequencies, two of them distinct, the Godby-Needs
value is strictly increasing in `E ≥ 0`. -/
theorem gn_strictMonoOn (s w : ι → ℝ) (hs : ∀ k, 0 < s k) (hw : ∀ k, 0 < w k)
    (hne : ∃ i j, w i ≠ w j) : StrictMonoOn (gn s w) (Set.Ici 0) := by
  obtain ⟨i, j, hij⟩ := hne
  have : Nonempty ι := ⟨i⟩
  intro a ha b _ hab
  have hsq : a ^ 2 < b ^ 2 := by nlinarith [Set.mem_Ici.1 ha]
  have hp : ∀ k, 0 < s k / (w k ^ 2 * (w k ^ 2 + a ^ 2)) := fun k => by
    have := hs k; have := hw k; positivity
  have hf : ∀ k l, w k ^ 2 < w l ^ 2 →
      (w k ^ 2 + a ^ 2) / (w k ^ 2 + b ^ 2) < (w l ^ 2 + a ^ 2) / (w l ^ 2 + b ^ 2) := by
    intro k l h
    have := hw k; have := hw l
    rw [div_lt_div_iff₀ (by positivity) (by positivity)]
    nlinarith [mul_pos (sub_pos.2 h) (sub_pos.2 hsq)]
  -- weights at `b` are weights at `a` times `(w² + a²) / (w² + b²)`
  have e1 : response s w a = ∑ k, s k / (w k ^ 2 * (w k ^ 2 + a ^ 2)) * w k ^ 2 :=
    Finset.sum_congr rfl fun k _ => by have := hw k; field_simp
  have e2 : drop s w b = ∑ k, s k / (w k ^ 2 * (w k ^ 2 + a ^ 2)) *
      ((w k ^ 2 + a ^ 2) / (w k ^ 2 + b ^ 2)) :=
    Finset.sum_congr rfl fun k _ => by have := hw k; field_simp
  have e3 : response s w b = ∑ k, s k / (w k ^ 2 * (w k ^ 2 + a ^ 2)) * w k ^ 2 *
      ((w k ^ 2 + a ^ 2) / (w k ^ 2 + b ^ 2)) :=
    Finset.sum_congr rfl fun k _ => by have := hw k; field_simp
  unfold gn
  rw [div_lt_div_iff₀ (sums_pos s w hs hw a).2.1 (sums_pos s w hs hw b).2.1, e1, e2, e3]
  exact reweight _ (fun k => w k ^ 2) _ hp hf
    ⟨i, j, fun h => hij ((sq_eq_sq₀ (hw i).le (hw j).le).1 h)⟩

/-- For positive strengths and positive frequencies, two of them distinct, the Godby-Needs
value lies strictly below the f-sum value. -/
theorem gn_lt_fsum (s w : ι → ℝ) (hs : ∀ k, 0 < s k) (hw : ∀ k, 0 < w k)
    (hne : ∃ i j, w i ≠ w j) (E : ℝ) : gn s w E < fsum s w := by
  obtain ⟨i, j, hij⟩ := hne
  have : Nonempty ι := ⟨i⟩
  have hp : ∀ k, 0 < s k / (w k ^ 2 * (w k ^ 2 + E ^ 2)) := fun k => by
    have := hs k; have := hw k; positivity
  have hf : ∀ k l, w k ^ 2 < w l ^ 2 → w k ^ 2 + E ^ 2 < w l ^ 2 + E ^ 2 :=
    fun k l h => by linarith
  -- f-sum weights are the weights at `E` times `w² + E²`
  have e1 : response s w E = ∑ k, s k / (w k ^ 2 * (w k ^ 2 + E ^ 2)) * w k ^ 2 :=
    Finset.sum_congr rfl fun k _ => by have := hw k; field_simp
  have e2 : ∑ k, s k / w k ^ 2 =
      ∑ k, s k / (w k ^ 2 * (w k ^ 2 + E ^ 2)) * (w k ^ 2 + E ^ 2) :=
    Finset.sum_congr rfl fun k _ => by have := hw k; field_simp
  have e3 : ∑ k, s k =
      ∑ k, s k / (w k ^ 2 * (w k ^ 2 + E ^ 2)) * w k ^ 2 * (w k ^ 2 + E ^ 2) :=
    Finset.sum_congr rfl fun k _ => by have := hw k; field_simp
  unfold gn fsum
  rw [div_lt_div_iff₀ (sums_pos s w hs hw E).2.1 (sums_pos s w hs hw E).2.2, e1, e2, e3]
  exact reweight _ (fun k => w k ^ 2) _ hp hf
    ⟨i, j, fun h => hij ((sq_eq_sq₀ (hw i).le (hw j).le).1 h)⟩

/-- For a nonempty spectrum with positive strengths and frequencies the Godby-Needs value
tends to the f-sum value as `E → ∞`. -/
theorem gn_tendsto [Nonempty ι] (s w : ι → ℝ) (hs : ∀ k, 0 < s k) (hw : ∀ k, 0 < w k) :
    Tendsto (gn s w) atTop (𝓝 (fsum s w)) := by
  have hu : ∀ k, Tendsto (fun E : ℝ => 1 - w k ^ 2 / (w k ^ 2 + E ^ 2)) atTop (𝓝 1) := by
    intro k
    have h0 : Tendsto (fun E : ℝ => w k ^ 2 / (w k ^ 2 + E ^ 2)) atTop (𝓝 0) :=
      tendsto_const_nhds.div_atTop
        (tendsto_atTop_add_const_left _ _ (tendsto_pow_atTop two_ne_zero))
    have h1 := h0.const_sub 1
    rwa [sub_zero] at h1
  have hN : Tendsto (fun E : ℝ => ∑ k, s k * (1 - w k ^ 2 / (w k ^ 2 + E ^ 2))) atTop
      (𝓝 (∑ k, s k * 1)) := tendsto_finsetSum _ fun k _ => (hu k).const_mul _
  have hD : Tendsto (fun E : ℝ => ∑ k, s k / w k ^ 2 * (1 - w k ^ 2 / (w k ^ 2 + E ^ 2)))
      atTop (𝓝 (∑ k, s k / w k ^ 2 * 1)) := tendsto_finsetSum _ fun k _ => (hu k).const_mul _
  simp only [mul_one] at hN hD
  unfold fsum
  refine (hN.div hD (sums_pos s w hs hw 0).2.2.ne').congr' ?_
  filter_upwards [eventually_gt_atTop 0] with E hE
  -- both sums are `E²` times the sums defining `gn`
  have e1 : ∑ k, s k * (1 - w k ^ 2 / (w k ^ 2 + E ^ 2)) = E ^ 2 * response s w E := by
    unfold response
    rw [Finset.mul_sum]
    refine Finset.sum_congr rfl fun k _ => ?_
    have := hw k
    field_simp
    ring
  have e2 : ∑ k, s k / w k ^ 2 * (1 - w k ^ 2 / (w k ^ 2 + E ^ 2)) = E ^ 2 * drop s w E := by
    unfold drop
    rw [Finset.mul_sum]
    refine Finset.sum_congr rfl fun k _ => ?_
    have := hw k
    field_simp
    ring
  have hE2 : E ^ 2 ≠ 0 := by positivity
  simp only [Pi.div_apply, gn]
  rw [e1, e2, mul_div_mul_left _ _ hE2]

/-- For positive strengths and positive frequencies, two of them distinct,
the Godby-Needs value increases strictly
in `E ≥ 0`, lies strictly between zero and the f-sum value, and tends to it as `E → ∞`. -/
theorem godby_needs_vs_fsum (s w : ι → ℝ) (hs : ∀ k, 0 < s k) (hw : ∀ k, 0 < w k)
    (hne : ∃ i j, w i ≠ w j) :
    StrictMonoOn (gn s w) (Set.Ici 0) ∧ (∀ E, 0 < gn s w E ∧ gn s w E < fsum s w) ∧
      Tendsto (gn s w) atTop (𝓝 (fsum s w)) := by
  have : Nonempty ι := hne.elim fun i _ => ⟨i⟩
  exact ⟨gn_strictMonoOn s w hs hw hne,
    fun E => ⟨div_pos (sums_pos s w hs hw E).1 (sums_pos s w hs hw E).2.1,
      gn_lt_fsum s w hs hw hne E⟩, gn_tendsto s w hs hw⟩

/-- For a nonempty spectrum with positive strengths, all at one frequency `w0 > 0`, both
squared pole frequencies equal `w0²` for every `E`. -/
theorem single_frequency [Nonempty ι] (s w : ι → ℝ) (hs : ∀ k, 0 < s k) {w0 : ℝ}
    (h0 : 0 < w0) (hw : ∀ k, w k = w0) (E : ℝ) :
    gn s w E = w0 ^ 2 ∧ fsum s w = w0 ^ 2 := by
  have h := sums_pos s w hs (fun k => by rw [hw k]; exact h0) E
  unfold gn fsum
  rw [div_eq_iff h.2.1.ne', div_eq_iff h.2.2.ne']
  unfold response drop
  rw [Finset.mul_sum, Finset.mul_sum]
  constructor <;> exact Finset.sum_congr rfl fun k _ => by rw [hw k]; field_simp

end

end PlasmonPoleGodbyNeeds
```

```lean
#print axioms PlasmonPoleGodbyNeeds.gn_fit
-- 'PlasmonPoleGodbyNeeds.gn_fit' depends on axioms: [propext, Classical.choice, Quot.sound]
#print axioms PlasmonPoleGodbyNeeds.fsum_fit
-- 'PlasmonPoleGodbyNeeds.fsum_fit' depends on axioms: [propext, Classical.choice, Quot.sound]
#print axioms PlasmonPoleGodbyNeeds.godby_needs_vs_fsum
-- 'PlasmonPoleGodbyNeeds.godby_needs_vs_fsum' depends on axioms: [propext, Classical.choice, Quot.sound]
#print axioms PlasmonPoleGodbyNeeds.single_frequency
-- 'PlasmonPoleGodbyNeeds.single_frequency' depends on axioms: [propext, Classical.choice, Quot.sound]
```

### Remarks

**The statements in words.** The main theorem is `godby_needs_vs_fsum`. Under `hs`, `hw` and `hne` it gives three things. The first, `StrictMonoOn (gn s w) (Set.Ici 0)`, says that $0\le a<b$ implies $g(a)<g(b)$, so the endpoint $E=0$ is included. The second is $0<g(E)<h$ for every real $E$, of either sign, since only $E^2$ enters. The third, `Tendsto (gn s w) atTop (𝓝 (fsum s w))`, is the limit $g(E)\to h$ for $E\to+\infty$, with no rate of convergence stated.

The theorems `gn_fit` and `fsum_fit` tie the two formulas to the fitting recipes. Both are equivalences for a pole with $W>0$. `gn_fit` assumes $E>0$, which excludes the degenerate case $E=0$: at $E=0$ the two matching conditions coincide and do not determine $W$, so $g(0)$ is a value of the formula and not the outcome of a two-point fit. The fits and `gn_tendsto` assume `[Nonempty ι]` in place of `hne`, so they also hold for a single line. Nonemptiness is what makes the denominators positive.

**The smallest case.** `single_frequency` treats the spectrum with $w_k=w_0>0$ for all $k$, which includes a single line. Then $R(E)=w_0^2D(E)$ and $\sum_k s_k=w_0^2\sum_k s_k/w_k^2$ term by term, so $g(E)=h=w_0^2$ for every $E$. Strict monotonicity and the strict bound $g(E)<h$ fail there, which is the reason for `hne`. The Lean proof clears the two denominators and checks these identities line by line with `field_simp`.

**The proof against the hand steps.** `sums_pos` gives positivity of $R(E)$, $D(E)$ and $\sum_k s_k/w_k^2$ as sums of positive terms. `response_sub` is the identity $R(0)-R(E)=E^2D(E)$. In `gn_fit` the three divisions are cleared first. In the forward direction `mul_left_cancel₀ h3` is the cancellation of $E^2$, and `linear_combination (-W) * hrel + b - a` is the subtraction of the two matching conditions with `response_sub` inserted. `fsum_fit` is the same cross-multiplication with one equation.

`reweight` is the inequality in cross-multiplied form, so it needs no sign condition on $f_k$. Its step `hpos` treats the terms with $x_i\ne x_j$ by the two orderings, `hnn` adds the vanishing terms, `hsum` concludes $S>0$ from one positive term among nonnegative ones, and `key` is the expansion of $S$ into four products, which `linarith` collects into the factor $2$.

In `gn_strictMonoOn`, `hf` is the comparison $f_k<f_l$, with the product $(x_l-x_k)(b^2-a^2)$ handed to `nlinarith`. The rewritings `e1`, `e2`, `e3` express $R(a)$, $D(b)$ and $R(b)$ as $\sum_k p_kx_k$, $\sum_k p_kf_k$ and $\sum_k p_kx_kf_k$ with $p_k=p_k(a)$, while $D(a)$ is $\sum_k p_k$ by definition. After `div_lt_div_iff₀` the goal is an instance of `reweight`, and `sq_eq_sq₀` passes from distinct $w_k$ to distinct $x_k$. `gn_lt_fsum` has the same shape with $f_k=x_k+E^2$. In `gn_tendsto`, `hu` is $u_k(E)\to1$, `hN` and `hD` are the limits of numerator and denominator, and `filter_upwards` restricts to $E>0$, where `e1` and `e2` identify the two sums with $E^2R(E)$ and $E^2D(E)$.

**Scope.** For one scalar response made of finitely many sharp lines of positive strength, not all at one frequency, the result fixes the direction in which the choice of $E$ moves a Godby-Needs pole, and it places that pole below the f-sum pole. The names refer only to the two fitting conditions for this scalar function. Continuous or damped spectra, off-diagonal elements whose strengths need not be positive, and the effect on the self-energy or on quasiparticle energies are not treated. Two short consequences are left to the reader and have no theorem in the file: the pole frequencies $\sqrt{g(E)}$ and $\sqrt h$ are ordered in the same way, and the fitted strength $g(E)R(0)$ falls short of $hR(0)=\sum_k s_k$, as $\tfrac{35}{44}<1$ does in the example.
